# Mean-field tip of the Mott lobe with n ≥ 1 bosons per site: hopping times coordination number equals U(√(n+1) − √n)²

## Bosons that stay put or spread out

Repulsive bosons in a lattice potential can lock into a state in which the average number of particles is the same whole number on every site, a Mott insulator. Tunnelling between sites works against this and favours a superfluid. How strong may the tunnelling be before no chemical potential is left at which the insulator with \(n\) bosons per site is stable?

In the Bose–Hubbard model, a site holding \(k\) bosons has the energy
\[
E(k)=\frac{U}{2}k(k-1)-\mu k ,
\]
where \(U>0\) is the on-site repulsion and \(\mu\) the chemical potential. In mean-field theory the neighbours of a site act on it only through a number \(\psi\), the expectation value of the annihilation operator \(b\). The site then has the Hamiltonian
\[
\frac{U}{2}\hat n(\hat n-1)-\mu\hat n-J(\psi^* b+\psi b^\dagger)+J|\psi|^2 ,
\]
where \(\hat n=b^\dagger b\). Here \(J\) is the hopping amplitude times the coordination number; many texts use the same letter for the hopping amplitude alone.

The field \(\psi\) adds or removes one boson, with squared matrix elements \(n+1\) and \(n\). Second-order perturbation theory around level \(n\) gives the energy \(E(n)+(J-J^2\chi)|\psi|^2\), with the response
\[
\chi(\mu)=\frac{n+1}{E(n+1)-E(n)}+\frac{n}{E(n-1)-E(n)} .
\]
Let \(\mu\) be such that level \(n\) is the unique lowest level. While \(J-J^2\chi>0\), a small \(\psi\) then costs energy and the insulator is stable against it. In the plane of \(\mu\) and \(J\), the region where both conditions hold is the Mott lobe.

## Three statements about one site

Let \(U>0\) and let \(n\ge1\) be an integer.

1. Level \(n\) has strictly lower energy than every other level if and only if \(U(n-1)<\mu<Un\) (`unique_ground_level_iff`).
2. Over these \(\mu\), the least value of \(\chi\) is \((\sqrt n+\sqrt{n+1})^2/U\) (`response_isLeast`). It is attained only at
\[
\mu_{\rm tip}=U(n-1)+\frac{U\sqrt n}{\sqrt n+\sqrt{n+1}}
\]
(`response_eq_iff`).
3. For \(J>0\), some \(\mu\) in the interval makes \(J-J^2\chi\) positive if and only if \(J<U(\sqrt{n+1}-\sqrt n)^2\) (`lobe_tip`).

In Lean, `siteEnergy U μ k` is \(E(k)\) with `k` a natural number, so the occupation has no upper cut-off. `response` is \(\chi\), written with energy differences, `landauCoeff` is \(J-J^2\chi\), and `tipPotential` is \(\mu_{\rm tip}\). The open interval is `Ioo`, and `IsLeast` says that a number belongs to a set and is a lower bound of it; the set here consists of the values of \(\chi\) on the interval. The hypothesis `1 ≤ n` ensures that there is a boson to remove and that the natural-number subtraction `n - 1` has its usual meaning.

The step from the lattice to `landauCoeff` is taken as a definition: neither the mean-field replacement nor the perturbation expansion is derived in Lean. The sign of a quadratic coefficient also decides only about small \(\psi\).

Within this zero-temperature, single-site mean-field model, the result fixes the tips in the phase diagram of lattice bosons and gives a numerical mean-field program exact values to reproduce. For \(n=1\) the tip lies at \(\mu=(\sqrt2-1)U\approx0.414\,U\) and \(J=(3-2\sqrt2)U\approx0.172\,U\).

## Which filling has the lowest energy

The costs of adding and removing one boson are
\[
x=E(n+1)-E(n)=Un-\mu,\qquad y=E(n-1)-E(n)=\mu-U(n-1).
\]
If level \(n\) is the unique minimum, both are positive, which is the stated interval. For the converse, factorise
\[
E(k)-E(n)=(k-n)\left(\frac{U(k+n-1)}{2}-\mu\right).
\]
If \(k\le n-1\), then \(U(k+n-1)/2\le U(n-1)<\mu\), so both factors are negative. If \(k\ge n+1\), then \(U(k+n-1)/2\ge Un>\mu\), so both are positive. The product is positive either way.

## The response as its minimum plus a square

Put \(a=\sqrt{n+1}\) and \(b=\sqrt n\), so that \(\chi=a^2/x+b^2/y\); from here on \(b\) is this number and no longer the annihilation operator. The two costs always add up to \(x+y=U\). Multiplying \(\chi-(a+b)^2/U\) by \((x+y)xy\) gives
\[
a^2y(x+y)+b^2x(x+y)-(a+b)^2xy=a^2y^2+b^2x^2-2abxy=(ay-bx)^2 ,
\]
and therefore
\[
\chi-\frac{(a+b)^2}{U}=\frac{(ay-bx)^2}{Uxy}\ge0 .
\]
Equality holds exactly when \(ay=bx=b(U-y)\), that is, when \(y=Ub/(a+b)\). This is \(\mu=\mu_{\rm tip}\). Since \(0<b/(a+b)<1\), the point lies inside the interval, and the bound is attained.

## From least response to largest hopping

For \(J>0\), the condition \(J-J^2\chi>0\) is the same as \(J\chi<1\). Some \(\mu\) satisfies it exactly when the smallest \(\chi\) does, which means \(J<U/(a+b)^2\). Because \((a-b)(a+b)=a^2-b^2=1\), the right-hand side equals \(U(a-b)^2\).

At \(J=0\) the equivalence fails: the coefficient is zero, although the inequality for \(J\) holds.

## The lobe in Lean

```lean
import Mathlib

open Set

namespace BoseHubbardMottLobe

noncomputable section

/-- Energy of a single site holding `k` bosons, with on-site repulsion `U` and
chemical potential `μ`. -/
def siteEnergy (U μ : ℝ) (k : ℕ) : ℝ :=
  U * ((k : ℝ) * ((k : ℝ) - 1)) / 2 - μ * k

/-- Second-order response of the level `n` to a field that adds or removes one boson:
squared ladder matrix elements over excitation energies. Its domain is `n ≥ 1` with
both excitation energies nonzero. -/
def response (U μ : ℝ) (n : ℕ) : ℝ :=
  ((n : ℝ) + 1) / (siteEnergy U μ (n + 1) - siteEnergy U μ n)
    + (n : ℝ) / (siteEnergy U μ (n - 1) - siteEnergy U μ n)

/-- Coefficient of the squared order parameter in the mean-field energy to second order,
where `J` is the hopping times the coordination number. Its domain is that of `response`. -/
def landauCoeff (U μ J : ℝ) (n : ℕ) : ℝ :=
  J - J ^ 2 * response U μ n

/-- For `U > 0` and `n ≥ 1`, the chemical potential at the tip of the mean-field Mott lobe with
filling `n`. -/
def tipPotential (U : ℝ) (n : ℕ) : ℝ :=
  U * ((n : ℝ) - 1) + U * √(n : ℝ) / (√(n : ℝ) + √((n : ℝ) + 1))

/-- Adding a boson to a site with `n` bosons costs `U n - μ`. -/
theorem particle_gap (U μ : ℝ) (n : ℕ) :
    siteEnergy U μ (n + 1) - siteEnergy U μ n = U * n - μ := by
  unfold siteEnergy
  push_cast
  ring

/-- Removing a boson from a site with `n ≥ 1` bosons costs `μ - U (n - 1)`. -/
theorem hole_gap (U μ : ℝ) {n : ℕ} (hn : 1 ≤ n) :
    siteEnergy U μ (n - 1) - siteEnergy U μ n = μ - U * ((n : ℝ) - 1) := by
  obtain ⟨m, rfl⟩ := Nat.exists_eq_add_of_le' hn
  simp only [siteEnergy, Nat.add_sub_cancel]
  push_cast
  ring

/-- For repulsive bosons and `n ≥ 1`, the level `n` is the unique ground state of the site
exactly when the chemical potential lies strictly between `U (n - 1)` and `U n`. -/
theorem unique_ground_level_iff {U : ℝ} (hU : 0 < U) (μ : ℝ) {n : ℕ} (hn : 1 ≤ n) :
    (∀ k : ℕ, k ≠ n → siteEnergy U μ n < siteEnergy U μ k) ↔
      μ ∈ Ioo (U * ((n : ℝ) - 1)) (U * n) := by
  constructor
  · -- compare with the two neighbouring levels
    intro h
    have h1 := h (n + 1) (by omega)
    have h2 := h (n - 1) (by omega)
    have p := particle_gap U μ n
    have q := hole_gap U μ hn
    constructor <;> linarith
  · rintro ⟨h1, h2⟩ k hk
    -- the energy difference factorises
    have key : siteEnergy U μ k - siteEnergy U μ n
        = ((k : ℝ) - n) * (U * ((k : ℝ) + n - 1) / 2 - μ) := by
      unfold siteEnergy
      ring
    rcases lt_or_gt_of_ne hk with h | h
    · have hc : (k : ℝ) + 1 ≤ n := by exact_mod_cast h
      have hf : U * ((k : ℝ) + n - 1) / 2 - μ < 0 := by
        nlinarith [mul_le_mul_of_nonneg_left hc hU.le]
      have := mul_pos_of_neg_of_neg (by linarith : (k : ℝ) - n < 0) hf
      linarith
    · have hc : (n : ℝ) + 1 ≤ k := by exact_mod_cast h
      have hf : 0 < U * ((k : ℝ) + n - 1) / 2 - μ := by
        nlinarith [mul_le_mul_of_nonneg_left hc hU.le]
      have := mul_pos (by linarith : 0 < (k : ℝ) - n) hf
      linarith

/-- For `n ≥ 1` and `μ` strictly between `U (n - 1)` and `U n`, the response exceeds
`(√n + √(n+1))² / U` by an explicit square over a product of `U` and the two gaps. -/
theorem response_excess {U μ : ℝ} {n : ℕ} (hn : 1 ≤ n)
    (hμ : μ ∈ Ioo (U * ((n : ℝ) - 1)) (U * n)) :
    response U μ n - (√(n : ℝ) + √((n : ℝ) + 1)) ^ 2 / U
      = (√((n : ℝ) + 1) * (μ - U * ((n : ℝ) - 1)) - √(n : ℝ) * (U * n - μ)) ^ 2
        / (U * (U * n - μ) * (μ - U * ((n : ℝ) - 1))) := by
  have general : ∀ a b x y : ℝ, 0 < x → 0 < y →
      a ^ 2 / x + b ^ 2 / y - (b + a) ^ 2 / (x + y)
        = (a * y - b * x) ^ 2 / ((x + y) * x * y) := by
    intro a b x y hx hy
    have hxy : x + y ≠ 0 := (add_pos hx hy).ne'
    field_simp
    ring
  have h := general √((n : ℝ) + 1) √(n : ℝ) (U * n - μ) (μ - U * ((n : ℝ) - 1))
    (sub_pos.mpr hμ.2) (sub_pos.mpr hμ.1)
  -- the particle and hole gaps add up to `U`
  have hsum : U * n - μ + (μ - U * ((n : ℝ) - 1)) = U := by ring
  rw [Real.sq_sqrt (show (0 : ℝ) ≤ (n : ℝ) + 1 by positivity),
    Real.sq_sqrt (show (0 : ℝ) ≤ (n : ℝ) by positivity), hsum] at h
  unfold response
  rw [particle_gap, hole_gap U μ hn]
  exact h

/-- For `U > 0` and `n ≥ 1` the tip potential lies strictly between `U (n - 1)` and `U n`. -/
theorem tipPotential_mem {U : ℝ} (hU : 0 < U) {n : ℕ} (hn : 1 ≤ n) :
    tipPotential U n ∈ Ioo (U * ((n : ℝ) - 1)) (U * n) := by
  have hn' : (0 : ℝ) < n := by exact_mod_cast hn
  have hb : 0 < √(n : ℝ) := Real.sqrt_pos.mpr hn'
  have ha : 0 < √((n : ℝ) + 1) := Real.sqrt_pos.mpr (by linarith)
  have h0 : 0 < U * √(n : ℝ) / (√(n : ℝ) + √((n : ℝ) + 1)) := by positivity
  have h1 : U * √(n : ℝ) / (√(n : ℝ) + √((n : ℝ) + 1)) < U := by
    rw [div_lt_iff₀ (add_pos hb ha)]
    nlinarith [mul_pos hU ha]
  unfold tipPotential
  constructor <;> linarith

/-- For `U > 0`, `n ≥ 1` and `μ` strictly between `U (n - 1)` and `U n`, the response equals
`(√n + √(n+1))² / U` exactly at the tip potential. -/
theorem response_eq_iff {U μ : ℝ} (hU : 0 < U) {n : ℕ} (hn : 1 ≤ n)
    (hμ : μ ∈ Ioo (U * ((n : ℝ) - 1)) (U * n)) :
    response U μ n = (√(n : ℝ) + √((n : ℝ) + 1)) ^ 2 / U ↔ μ = tipPotential U n := by
  have e := response_excess hn hμ
  have hx : 0 < U * n - μ := sub_pos.mpr hμ.2
  have hy : 0 < μ - U * ((n : ℝ) - 1) := sub_pos.mpr hμ.1
  have hs : 0 < √(n : ℝ) + √((n : ℝ) + 1) :=
    add_pos_of_nonneg_of_pos (Real.sqrt_nonneg _) (Real.sqrt_pos.mpr (by positivity))
  constructor
  · intro h
    rw [h, sub_self] at e
    -- the square in the excess must vanish
    have hsq := (div_eq_zero_iff.mp e.symm).resolve_right (mul_pos (mul_pos hU hx) hy).ne'
    have hz := (pow_eq_zero_iff two_ne_zero).mp hsq
    have : μ - U * ((n : ℝ) - 1) = U * √(n : ℝ) / (√(n : ℝ) + √((n : ℝ) + 1)) := by
      rw [eq_div_iff hs.ne']
      linear_combination hz
    unfold tipPotential
    linarith
  · intro h
    have hm : (μ - U * ((n : ℝ) - 1)) * (√(n : ℝ) + √((n : ℝ) + 1)) = U * √(n : ℝ) := by
      rw [h, tipPotential, add_sub_cancel_left, div_mul_cancel₀ _ hs.ne']
    have hz : √((n : ℝ) + 1) * (μ - U * ((n : ℝ) - 1)) - √(n : ℝ) * (U * n - μ) = 0 := by
      linear_combination hm
    rw [hz, zero_pow two_ne_zero, zero_div] at e
    linarith

/-- For `U > 0` and `n ≥ 1`, the least response over chemical potentials strictly between
`U (n - 1)` and `U n` is `(√n + √(n+1))² / U`. -/
theorem response_isLeast {U : ℝ} (hU : 0 < U) {n : ℕ} (hn : 1 ≤ n) :
    IsLeast ((fun μ => response U μ n) '' Ioo (U * ((n : ℝ) - 1)) (U * n))
      ((√(n : ℝ) + √((n : ℝ) + 1)) ^ 2 / U) := by
  have ht := tipPotential_mem hU hn
  refine ⟨⟨tipPotential U n, ht, (response_eq_iff hU hn ht).mpr rfl⟩, ?_⟩
  rintro _ ⟨μ, hμ, rfl⟩
  have e := response_excess hn hμ
  have hx : 0 < U * n - μ := sub_pos.mpr hμ.2
  have hy : 0 < μ - U * ((n : ℝ) - 1) := sub_pos.mpr hμ.1
  have hnonneg := div_nonneg
    (sq_nonneg (√((n : ℝ) + 1) * (μ - U * ((n : ℝ) - 1)) - √(n : ℝ) * (U * n - μ)))
    (mul_pos (mul_pos hU hx) hy).le
  rw [← e] at hnonneg
  exact sub_nonneg.mp hnonneg

/-- For `U > 0`, `n ≥ 1` and `J > 0`, the quadratic mean-field coefficient is positive at some
chemical potential strictly between `U (n - 1)` and `U n` exactly when
`J < U (√(n+1) - √n)²`. -/
theorem lobe_tip {U J : ℝ} (hU : 0 < U) (hJ : 0 < J) {n : ℕ} (hn : 1 ≤ n) :
    (∃ μ ∈ Ioo (U * ((n : ℝ) - 1)) (U * n), 0 < landauCoeff U μ J n) ↔
      J < U * (√((n : ℝ) + 1) - √(n : ℝ)) ^ 2 := by
  have hs : 0 < √(n : ℝ) + √((n : ℝ) + 1) :=
    add_pos_of_nonneg_of_pos (Real.sqrt_nonneg _) (Real.sqrt_pos.mpr (by positivity))
  have hV : 0 < (√(n : ℝ) + √((n : ℝ) + 1)) ^ 2 / U := by positivity
  have hone : (√((n : ℝ) + 1) - √(n : ℝ)) * (√(n : ℝ) + √((n : ℝ) + 1)) = 1 := by
    have h1 := Real.sq_sqrt (show (0 : ℝ) ≤ (n : ℝ) + 1 by positivity)
    have h2 := Real.sq_sqrt (show (0 : ℝ) ≤ (n : ℝ) by positivity)
    linear_combination h1 - h2
  -- the critical hopping is the inverse of the least response
  have hT : U * (√((n : ℝ) + 1) - √(n : ℝ)) ^ 2
      * ((√(n : ℝ) + √((n : ℝ) + 1)) ^ 2 / U) = 1 := by
    calc _ = ((√((n : ℝ) + 1) - √(n : ℝ)) * (√(n : ℝ) + √((n : ℝ) + 1))) ^ 2 * (U / U) := by
          ring
      _ = 1 := by rw [hone, div_self hU.ne']; norm_num
  constructor
  · rintro ⟨μ, hμ, h⟩
    have hle : (√(n : ℝ) + √((n : ℝ) + 1)) ^ 2 / U ≤ response U μ n :=
      (response_isLeast hU hn).2 ⟨μ, hμ, rfl⟩
    have hp : 0 < J * (1 - J * response U μ n) := by
      unfold landauCoeff at h
      linarith
    have h1 := pos_of_mul_pos_right hp hJ.le
    have h2 := mul_le_mul_of_nonneg_left hle hJ.le
    exact lt_of_mul_lt_mul_right (by linarith) hV.le
  · intro h
    have ht := tipPotential_mem hU hn
    refine ⟨tipPotential U n, ht, ?_⟩
    have h1 := mul_lt_mul_of_pos_right h hV
    rw [hT] at h1
    have h2 := mul_pos hJ (sub_pos.mpr h1)
    unfold landauCoeff
    rw [(response_eq_iff hU hn ht).mpr rfl]
    linarith

end

end BoseHubbardMottLobe
```

```lean
#print axioms BoseHubbardMottLobe.unique_ground_level_iff
#print axioms BoseHubbardMottLobe.lobe_tip
```

```
'BoseHubbardMottLobe.unique_ground_level_iff' depends on axioms: [propext, Classical.choice, Quot.sound]
'BoseHubbardMottLobe.lobe_tip' depends on axioms: [propext, Classical.choice, Quot.sound]
```

## From the two gaps to the tip

`particle_gap` and `hole_gap` compute \(x\) and \(y\). The second first writes \(n=m+1\), which removes the natural-number subtraction; `ring` then finishes the algebra.

In `unique_ground_level_iff`, the forward direction applies the assumption to \(n+1\) and \(n-1\) and reads off the interval by `linarith`. The backward direction proves the factorisation as `key` and splits into \(k<n\) and \(k>n\). The casts turn these into \(k+1\le n\) and \(n+1\le k\) over the reals, which is where it matters that occupation numbers are whole numbers. `nlinarith` then finds the sign of the second factor.

`response_excess` is the formula with the square. It has no hypothesis on the sign of \(U\), because an interval that contains some \(\mu\) already forces \(U>0\).

`tipPotential_mem` places the tip inside the interval. In `response_eq_iff`, equality makes the excess zero; its denominator is positive, so the square vanishes, and the resulting linear equation is solved for \(\mu\). The reverse direction puts \(\mu_{\rm tip}\) back into the square. `response_isLeast` combines the two: the tip supplies the attained value, and the nonnegative excess supplies the lower bound.

In `lobe_tip`, `hone` is \((a-b)(a+b)=1\), and `hT` says that the critical hopping times the least response is one. Given a \(\mu\) with positive coefficient, the lower bound on \(\chi\) limits \(J\). Given a small enough \(J\), the tip potential serves as the required \(\mu\).

## Clearing denominators before the square roots appear

The central identity is proved inside `response_excess` under the name `general`, for arbitrary real `a`, `b` and positive `x`, `y`. Two tactics do it. `field_simp` clears the denominators, for which it needs to know that they are nonzero; the positivity of `x` and `y` and the line `hxy` provide this. What remains is a polynomial identity, and `ring` proves it.

The generality keeps two kinds of algebra apart. `ring` works from the laws of commutative rings and does not know that \((\sqrt n)^2=n\). In `general` this is not needed, since `a ^ 2` remains a square on both sides. Only after the roots and gaps have been inserted does `Real.sq_sqrt` replace the squared roots by \(n+1\) and \(n\), each time with a proof that the number under the root is nonnegative. The equation `hsum` replaces the sum of the gaps by \(U\), and the identity then has the form that the theorem states.
